# Factoring 1/√6 out of the Kane coupling between the conduction doublet and the spin-3/2 valence quartet

In the Kane model, a 2×4 matrix linear in the wave vector couples the conduction doublet to the spin-3/2 valence quartet; here it is written without the momentum matrix element. The theorem `kaneV_eq` states that, for all real kx, ky and kz, this matrix is 1/√6 times the matrix with rows (−√3 k₊, 2kz, k₋, 0) and (0, −k₊, 2kz, √3 k₋), where k± = kx ± i ky. The attempt first proves the real identities 1/√2 = √3/√6 and √(2/3) = 2/√6 and carries them over to the complex numbers. It then substitutes them into the matrix and compares the two sides entry by entry.

As first written in Lean, the proof fails:

```lean
import Mathlib

open Matrix

namespace KaneLuttinger

noncomputable section

/-- The combination k₊ = kx + i ky. -/
def kPlus (kx ky : ℝ) : ℂ := kx + Complex.I * ky

/-- The combination k₋ = kx - i ky. -/
def kMinus (kx ky : ℝ) : ℂ := kx - Complex.I * ky

/-- The Kane coupling between the conduction doublet and the spin-3/2 valence quartet,
without the momentum matrix element. -/
def kaneV (kx ky kz : ℝ) : Matrix (Fin 2) (Fin 4) ℂ :=
  !![-kPlus kx ky / (√2 : ℝ), (√(2 / 3) : ℝ) * kz, kMinus kx ky / (√6 : ℝ), 0;
     0, -kPlus kx ky / (√6 : ℝ), (√(2 / 3) : ℝ) * kz, kMinus kx ky / (√2 : ℝ)]

/-- The Kane coupling multiplied by √6. -/
def kaneW (kx ky kz : ℝ) : Matrix (Fin 2) (Fin 4) ℂ :=
  !![-(√3 : ℝ) * kPlus kx ky, 2 * kz, kMinus kx ky, 0;
     0, -kPlus kx ky, 2 * kz, (√3 : ℝ) * kMinus kx ky]

/-- The Kane coupling has the common factor 1/√6. -/
theorem kaneV_eq (kx ky kz : ℝ) :
    kaneV kx ky kz = (((√6)⁻¹ : ℝ) : ℂ) • kaneW kx ky kz := by
  have h6 : √6 ≠ 0 := by positivity
  have h2 : √2 ≠ 0 := by positivity
  have e6 : √6 = √2 * √3 := by
    rw [← Real.sqrt_mul (by norm_num)]; norm_num
  have a : (((√2 : ℝ) : ℂ))⁻¹ = ((√6 : ℝ) : ℂ)⁻¹ * ((√3 : ℝ) : ℂ) := by
    have : (√2)⁻¹ = (√6)⁻¹ * √3 := by
      have h3 : √3 ≠ 0 := by positivity
      rw [e6]; field_simp
    exact_mod_cast this
  have b : ((√(2 / 3) : ℝ) : ℂ) = ((√6 : ℝ) : ℂ)⁻¹ * 2 := by
    have h : √(2 / 3) * √6 = 2 := by
      rw [← Real.sqrt_mul (by norm_num), show (2 / 3 * 6 : ℝ) = 2 ^ 2 by norm_num,
        Real.sqrt_sq (by norm_num)]
    have : √(2 / 3) = (√6)⁻¹ * 2 := by
      rw [← h]; field_simp
    exact_mod_cast this
  unfold kaneV kaneW
  simp only [div_eq_mul_inv _ ((√2 : ℝ) : ℂ), a, b, Complex.ofReal_inv]
  ext i j
  fin_cases i <;> fin_cases j <;>
    simp [-mul_eq_mul_left_iff, -mul_eq_mul_right_iff] <;> ring

end

end KaneLuttinger
```

Compiling this gives:

```
Main.lean:42:36: error: unsolved goals
kx ky kz : ℝ
h6 : √6 ≠ 0
h2 : √2 ≠ 0
e6 : √6 = √2 * √3
a : (↑√2)⁻¹ = (↑√6)⁻¹ * ↑√3
h : √(2 / 3) * √6 = 2
⊢ √(√(2 / 3) * √6 / 3) = √(2 / 3)
```

The mended proof, as a diff:

```diff
@@ -40,6 +40,6 @@
       rw [← Real.sqrt_mul (by norm_num), show (2 / 3 * 6 : ℝ) = 2 ^ 2 by norm_num,
         Real.sqrt_sq (by norm_num)]
-    have : √(2 / 3) = (√6)⁻¹ * 2 := by
-      rw [← h]; field_simp
+    have : √(2 / 3) = (√6)⁻¹ * 2 :=
+      (eq_inv_mul_iff_mul_eq₀ h6).mpr (by rw [mul_comm]; exact h)
     exact_mod_cast this
   unfold kaneV kaneW
```

Diagnosis. The error lies in the proof of `√(2 / 3) = (√6)⁻¹ * 2`. The hypothesis `h` says `√(2 / 3) * √6 = 2`, and `rw [← h]` was meant to replace the factor 2 on the right by that product. But `rw` replaces every instance of the pattern, and the real number `2` also stands inside `√(2 / 3)` on the left. That side therefore became `√(√(2 / 3) * √6 / 3)`. `field_simp` cancelled `√6` on the right but left the nested root, which is the unsolved goal in the message.

The repair does not rewrite `2` at all. With `h6`, which says that `√6` is not zero, `eq_inv_mul_iff_mul_eq₀` reduces the claim to `√6 * √(2 / 3) = 2`. `mul_comm` then swaps the factors on the left, and the result is exactly `h`.
